# Laplace-transformed occupied–virtual pair sums as AO contractions with exponentially weighted densities

In a density-fitted calculation the orbitals come from a self-consistent field and the three-index factors from integrals over basis functions. The identities proved here rewrite sums over occupied–virtual orbital pairs as contractions over atomic-orbital indices, and they need none of that origin. The MO coefficients are arbitrary real matrices, the orbital energies are arbitrary real numbers, and the AO factor of one auxiliary function is an arbitrary real square matrix. Orthonormality of the orbitals, symmetry of the factors and an eigenvalue equation are not assumed, because the identities below do not use them. The only physical hypothesis is a positive gap between occupied and virtual energies, and it enters only when the time integral is taken.

## Orbitals, factors and weighted densities

Atomic orbitals are labelled $m, n, l, s$, occupied orbitals $i$ and virtual orbitals $a$. These run over the finite types `μ`, `o` and `v`. Any of them may be empty, in which case both sides of each pair-sum identity are zero.

```lean
import Mathlib

open Matrix MeasureTheory Set

namespace LaplaceAOResponse

noncomputable section

variable {μ o v : Type*} [Fintype μ] [Fintype o] [Fintype v] [DecidableEq o] [DecidableEq v]
```

Let $C^{\mathrm{o}}$ and $C^{\mathrm{v}}$ (`Co`, `Cv`) be the occupied and virtual column blocks of the coefficient matrix, and $b$ the AO factor of one auxiliary function. Its MO factor is
$$B_{ia} = \sum_{mn} C^{\mathrm{o}}_{mi}\, b_{mn}\, C^{\mathrm{v}}_{na}, \qquad B = (C^{\mathrm{o}})^{T} b\, C^{\mathrm{v}} .$$
Two auxiliary functions $P$ and $Q$ appear as two matrices $b^P$, $b^Q$ (`bP`, `bQ`), with MO factors $B^P$, $B^Q$, so each statement concerns one matrix element $(P,Q)$.

```lean
/-- MO factor `B_ia = ∑_{mn} Co_mi b_mn Cv_na` of the AO factor `b` of one auxiliary function. -/
def moFactor (Co : Matrix μ o ℝ) (Cv : Matrix μ v ℝ) (b : Matrix μ μ ℝ) : Matrix o v ℝ :=
  Coᵀ * b * Cv
```

For a coefficient block $C$ with columns $k$ and real weights $w_k$, the weighted density is $D_{ml} = \sum_k C_{mk} w_k C_{lk}$, that is $D = C\,\mathrm{diag}(w)\,C^{T}$, a symmetric matrix.

```lean
/-- Weighted AO density matrix `D_ml = ∑_k C_mk w_k C_lk`. -/
def density {k : Type*} [Fintype k] [DecidableEq k] (C : Matrix μ k ℝ) (w : k → ℝ) :
    Matrix μ μ ℝ :=
  C * diagonal w * Cᵀ
```

Let $e_i$ and $e_a$ (`eo i`, `ev a`) be the orbital energies, $t$ the imaginary time in units of inverse energy, and $\mu_0$ (`μ₀`, unrelated to the index type `μ`) a real energy shift. The occupied pseudo-density $D^{\mathrm{o}}(t)$ has weights $e^{(e_i-\mu_0)t}$.

```lean
/-- Occupied pseudo-density with weights `exp((e_i - μ₀) t)`, for an energy shift `μ₀`. -/
def occDensity (Co : Matrix μ o ℝ) (eo : o → ℝ) (μ₀ t : ℝ) : Matrix μ μ ℝ :=
  density Co fun i => Real.exp ((eo i - μ₀) * t)
```

The virtual pseudo-density $D^{\mathrm{v}}(t)$ has weights $e^{-(e_a-\mu_0)t}$. The shift plays the part of a Fermi level: placed inside the gap, it would make both families of weights decay with $t$, but the theorems hold for every value of it.

```lean
/-- Virtual pseudo-density with weights `exp(-(e_a - μ₀) t)`, for an energy shift `μ₀`. -/
def virtDensity (Cv : Matrix μ v ℝ) (ev : v → ℝ) (μ₀ t : ℝ) : Matrix μ μ ℝ :=
  density Cv fun a => Real.exp (-(ev a - μ₀) * t)
```

For any two AO matrices $D$ and $D'$ the contraction is
$$A(D, D') = \sum_{mnls} b^P_{mn}\, D_{ml}\, D'_{ns}\, b^Q_{ls},$$
where $D$ joins the row indices of the two factors and $D'$ the column indices.

```lean
/-- AO contraction `∑_{mnls} bP_mn Do_ml Dv_ns bQ_ls`. -/
def aoContraction (bP bQ Do Dv : Matrix μ μ ℝ) : ℝ :=
  ∑ m, ∑ n, ∑ l, ∑ s, bP m n * Do m l * Dv n s * bQ l s
```

## The four-index sum as a trace

Summing over $s$, then $l$, then $m$ builds a chain of matrix products, and the sum over $n$ closes it:
$$A(D,D') = \sum_n \sum_m (b^P)^T_{nm} \sum_l D_{ml} \sum_s b^Q_{ls}\, (D')^T_{sn} = \mathrm{tr}\big[(b^P)^T D\, b^Q (D')^T\big].$$
The proof of `aoContraction_eq_trace` expands the trace, exchanges the sums over $m$ and $n$ with `Finset.sum_comm`, and compares terms with `ring`.

```lean
/-- The four-index AO contraction is the trace of the matrix product `bPᵀ Do bQ Dvᵀ`. -/
theorem aoContraction_eq_trace (bP bQ Do Dv : Matrix μ μ ℝ) :
    aoContraction bP bQ Do Dv = trace (bPᵀ * (Do * (bQ * Dvᵀ))) := by
  simp only [aoContraction, trace, diag, mul_apply, transpose_apply, Finset.mul_sum]
  rw [Finset.sum_comm]
  refine Finset.sum_congr rfl fun n _ => Finset.sum_congr rfl fun m _ =>
    Finset.sum_congr rfl fun l _ => Finset.sum_congr rfl fun s _ => ?_
  ring
```

## Separable weights move into the densities

Take pair weights of product form $w_i u_a$, and set $W = \mathrm{diag}(w)$, $U = \mathrm{diag}(u)$. Since $(W Y U)_{ia} = w_i Y_{ia} u_a$, any two occupied–virtual matrices $X, Y$ satisfy
$$\sum_{ia} X_{ia} Y_{ia} w_i u_a = \mathrm{tr}\big[X^T W Y U\big],$$
which is `h1`. Inserting $X = B^P$, $Y = B^Q$ and moving the leftmost factor to the right end of the trace gives
$$\mathrm{tr}\big[(C^{\mathrm{v}})^T (b^P)^T C^{\mathrm{o}} W (C^{\mathrm{o}})^T b^Q C^{\mathrm{v}} U\big] = \mathrm{tr}\big[(b^P)^T \; C^{\mathrm{o}} W (C^{\mathrm{o}})^T \; b^Q \; C^{\mathrm{v}} U (C^{\mathrm{v}})^T\big].$$
The cyclic move is `Matrix.trace_mul_comm Cvᵀ`. The last group is the $u$-weighted virtual density, equal to its transpose, so the right side is the AO contraction.

```lean
/-- A sum over occupied-virtual pairs with separable weights `w_i u_a` equals the AO
contraction with the `w`-weighted occupied and `u`-weighted virtual densities. -/
theorem separable_sum_eq_ao (Co : Matrix μ o ℝ) (Cv : Matrix μ v ℝ) (bP bQ : Matrix μ μ ℝ)
    (w : o → ℝ) (u : v → ℝ) :
    ∑ i, ∑ a, moFactor Co Cv bP i a * moFactor Co Cv bQ i a * (w i * u a)
      = aoContraction bP bQ (density Co w) (density Cv u) := by
  -- the pair sum as a trace in the MO basis
  have h1 : ∀ X Y : Matrix o v ℝ, ∑ i, ∑ a, X i a * Y i a * (w i * u a)
      = trace (Xᵀ * (diagonal w * Y * diagonal u)) := by
    intro X Y
    have e : ∀ i a, (diagonal w * Y * diagonal u : Matrix o v ℝ) i a = w i * Y i a * u a := by
      intro i a
      rw [Matrix.mul_diagonal, Matrix.diagonal_mul]
    have e2 : ∀ a, (Xᵀ * (diagonal w * Y * diagonal u) : Matrix v v ℝ) a a
        = ∑ i, X i a * (w i * Y i a * u a) := by
      intro a
      rw [Matrix.mul_apply]
      simp only [transpose_apply, e]
    simp only [trace, diag, e2]
    rw [Finset.sum_comm]
    refine Finset.sum_congr rfl fun a _ => Finset.sum_congr rfl fun i _ => ?_
    ring
  rw [h1, aoContraction_eq_trace]
  simp only [moFactor, density, Matrix.transpose_mul, transpose_transpose,
    diagonal_transpose, Matrix.mul_assoc]
  -- cyclicity moves the virtual coefficients into the virtual density
  rw [Matrix.trace_mul_comm Cvᵀ]
  simp only [Matrix.mul_assoc]
```

## The exponential factorises

Write $\Delta_{ia} = e_a - e_i$. The exponent splits as $-\Delta_{ia} t = (e_i - \mu_0)t - (e_a - \mu_0)t$, so $e^{-\Delta_{ia}t}$ is a separable weight and
$$\sum_{ia} B^P_{ia} B^Q_{ia}\, e^{-\Delta_{ia} t} = A\big(D^{\mathrm{o}}(t), D^{\mathrm{v}}(t)\big) .$$
The theorem `laplace_sum_eq_ao` states this for all real $t$ and $\mu_0$ and all energies, with no ordering between them. The left side does not contain $\mu_0$, hence the contraction is independent of the shift. The proof applies the previous identity backwards, merges the two exponentials with `Real.exp_add`, and checks the exponents with `ring`.

```lean
/-- For every time `t` and shift `μ₀`, `∑_{ia} B^P_ia B^Q_ia exp(-(e_a - e_i) t)` equals the AO
contraction with the occupied and virtual pseudo-densities. -/
theorem laplace_sum_eq_ao (Co : Matrix μ o ℝ) (Cv : Matrix μ v ℝ) (bP bQ : Matrix μ μ ℝ)
    (eo : o → ℝ) (ev : v → ℝ) (μ₀ t : ℝ) :
    ∑ i, ∑ a, moFactor Co Cv bP i a * moFactor Co Cv bQ i a * Real.exp (-(ev a - eo i) * t)
      = aoContraction bP bQ (occDensity Co eo μ₀ t) (virtDensity Cv ev μ₀ t) := by
  rw [occDensity, virtDensity, ← separable_sum_eq_ao]
  refine Finset.sum_congr rfl fun i _ => Finset.sum_congr rfl fun a _ => ?_
  -- the exponential factorises into an occupied and a virtual part
  rw [← Real.exp_add]
  congr 2
  ring
```

## One decaying pair term

Let $d > 0$ and let $\omega$ be a real number. With $z = -d + \mathrm{i}\omega$, where $\mathrm{i}$ is the imaginary unit, one has $\cos(\omega t)\, e^{-dt} = \mathrm{Re}\, e^{zt}$. Because $\mathrm{Re}\, z < 0$,
$$\int_0^\infty \cos(\omega t)\, e^{-dt}\, dt = \mathrm{Re}\Big(-\frac{1}{z}\Big) = \frac{-\mathrm{Re}\, z}{|z|^2} = \frac{d}{d^2 + \omega^2} .$$
In Lean the range $t>0$ is `Ioi 0` with Lebesgue measure. Mathlib assigns the value zero to the integral of a non-integrable function, so each integral theorem also states `IntegrableOn`, which is absolute integrability. Mathlib supplies the complex integral (`hi`, `hv`), `hf` identifies the integrand as a real part, `h3` exchanges real part and integral, and `h4` computes $|z|^2$.

```lean
/-- For a positive gap `d`, `cos(ωt) exp(-d t)` is integrable on `t > 0` with integral
`d / (d² + ω²)`. -/
theorem cos_exp_integral {d : ℝ} (hd : 0 < d) (ω : ℝ) :
    IntegrableOn (fun t => Real.cos (ω * t) * Real.exp (-d * t)) (Ioi 0) ∧
      ∫ t in Ioi (0 : ℝ), Real.cos (ω * t) * Real.exp (-d * t) = d / (d ^ 2 + ω ^ 2) := by
  set z : ℂ := ⟨-d, ω⟩ with hz
  have hre : z.re < 0 := by
    show -d < 0
    linarith
  have hi := integrableOn_exp_mul_complex_Ioi hre 0
  have hv := integral_exp_mul_complex_Ioi hre 0
  -- the integrand is the real part of a decaying complex exponential
  have hf : (fun t : ℝ => Real.cos (ω * t) * Real.exp (-d * t))
      = fun t : ℝ => (Complex.exp (z * t)).re := by
    funext t
    have h1 : (z * t).re = -d * t := by simp [hz]
    have h2 : (z * t).im = ω * t := by simp [hz]
    rw [Complex.exp_re, h1, h2, mul_comm]
  rw [hf]
  refine ⟨Complex.reCLM.integrable_comp hi, ?_⟩
  have h3 : ∫ t in Ioi (0 : ℝ), (Complex.exp (z * t)).re
      = (∫ t in Ioi (0 : ℝ), Complex.exp (z * t)).re :=
    Complex.reCLM.integral_comp_comm hi
  have h4 : Complex.normSq z = d ^ 2 + ω ^ 2 := by
    rw [hz, Complex.normSq_mk]
    ring
  have h5 : z.re = -d := rfl
  rw [h3, hv, Complex.ofReal_zero, mul_zero, Complex.exp_zero, neg_div, one_div,
    Complex.neg_re, Complex.inv_re, h4, h5, neg_div, neg_neg]
```

## The response at imaginary frequency

Now assume `hgap : ∀ i a, eo i < ev a`. It says that every virtual level lies strictly above every occupied one, as for a reference with a positive HOMO–LUMO gap; it is assumed, not derived, and it excludes an occupied and a virtual level of equal energy. Multiplying the factorised identity by $\cos(\omega t)$ and integrating the finite sum term by term gives
$$\int_0^\infty \cos(\omega t)\, A\big(D^{\mathrm{o}}(t), D^{\mathrm{v}}(t)\big)\, dt = \sum_{ia} B^P_{ia} B^Q_{ia}\, \frac{\Delta_{ia}}{\Delta_{ia}^2 + \omega^2}$$
for every real $\omega$ and $\mu_0$. In the proof `hf` rewrites the integrand as a double sum, `hint` and `hrow` give integrability of each term and of each sum over $a$, and `integral_finsetSum` exchanges sum and integral, first over $i$ and then over $a$.

```lean
/-- If every `e_a > e_i`, the AO contraction times `cos(ωt)` is integrable on `t > 0`, with
integral `∑_{ia} B^P_ia B^Q_ia (e_a - e_i) / ((e_a - e_i)² + ω²)`. -/
theorem cosine_transform_ao (Co : Matrix μ o ℝ) (Cv : Matrix μ v ℝ) (bP bQ : Matrix μ μ ℝ)
    (eo : o → ℝ) (ev : v → ℝ) (hgap : ∀ i a, eo i < ev a) (μ₀ ω : ℝ) :
    IntegrableOn (fun t => Real.cos (ω * t) *
        aoContraction bP bQ (occDensity Co eo μ₀ t) (virtDensity Cv ev μ₀ t)) (Ioi 0) ∧
      ∫ t in Ioi (0 : ℝ), Real.cos (ω * t) *
          aoContraction bP bQ (occDensity Co eo μ₀ t) (virtDensity Cv ev μ₀ t)
        = ∑ i, ∑ a, moFactor Co Cv bP i a * moFactor Co Cv bQ i a *
            ((ev a - eo i) / ((ev a - eo i) ^ 2 + ω ^ 2)) := by
  have hf : (fun t => Real.cos (ω * t) *
        aoContraction bP bQ (occDensity Co eo μ₀ t) (virtDensity Cv ev μ₀ t))
      = fun t => ∑ i, ∑ a, moFactor Co Cv bP i a * moFactor Co Cv bQ i a *
          (Real.cos (ω * t) * Real.exp (-(ev a - eo i) * t)) := by
    funext t
    rw [← laplace_sum_eq_ao, Finset.mul_sum]
    refine Finset.sum_congr rfl fun i _ => ?_
    rw [Finset.mul_sum]
    refine Finset.sum_congr rfl fun a _ => ?_
    ring
  -- each pair term decays because its gap is positive
  have hint : ∀ i a, Integrable (fun t => moFactor Co Cv bP i a * moFactor Co Cv bQ i a *
      (Real.cos (ω * t) * Real.exp (-(ev a - eo i) * t))) (volume.restrict (Ioi 0)) :=
    fun i a => Integrable.const_mul (cos_exp_integral (sub_pos.mpr (hgap i a)) ω).1 _
  have hrow := fun i => MeasureTheory.integrable_finsetSum Finset.univ fun a _ => hint i a
  rw [hf]
  refine ⟨MeasureTheory.integrable_finsetSum Finset.univ fun i _ => hrow i, ?_⟩
  rw [MeasureTheory.integral_finsetSum Finset.univ fun i _ => hrow i]
  refine Finset.sum_congr rfl fun i _ => ?_
  rw [MeasureTheory.integral_finsetSum Finset.univ fun a _ => hint i a]
  refine Finset.sum_congr rfl fun a _ => ?_
  rw [integral_const_mul, (cos_exp_integral (sub_pos.mpr (hgap i a)) ω).2]
```

At $\omega = 0$ the cosine is one and $\Delta_{ia}/\Delta_{ia}^2 = 1/\Delta_{ia}$, because `hne` gives $\Delta_{ia} \neq 0$:
$$\int_0^\infty A\big(D^{\mathrm{o}}(t), D^{\mathrm{v}}(t)\big)\, dt = \sum_{ia} \frac{B^P_{ia} B^Q_{ia}}{e_a - e_i} .$$

```lean
/-- If every `e_a > e_i`, the AO contraction is integrable on `t > 0`, with integral
`∑_{ia} B^P_ia B^Q_ia / (e_a - e_i)`. -/
theorem laplace_integral_ao (Co : Matrix μ o ℝ) (Cv : Matrix μ v ℝ) (bP bQ : Matrix μ μ ℝ)
    (eo : o → ℝ) (ev : v → ℝ) (hgap : ∀ i a, eo i < ev a) (μ₀ : ℝ) :
    IntegrableOn (fun t =>
        aoContraction bP bQ (occDensity Co eo μ₀ t) (virtDensity Cv ev μ₀ t)) (Ioi 0) ∧
      ∫ t in Ioi (0 : ℝ), aoContraction bP bQ (occDensity Co eo μ₀ t) (virtDensity Cv ev μ₀ t)
        = ∑ i, ∑ a, moFactor Co Cv bP i a * moFactor Co Cv bQ i a / (ev a - eo i) := by
  -- zero-frequency case of the cosine transform
  have h := cosine_transform_ao Co Cv bP bQ eo ev hgap μ₀ 0
  simp only [zero_mul, Real.cos_zero, one_mul] at h
  refine ⟨h.1, h.2.trans ?_⟩
  refine Finset.sum_congr rfl fun i _ => Finset.sum_congr rfl fun a _ => ?_
  have hne : ev a - eo i ≠ 0 := (sub_pos.mpr (hgap i a)).ne'
  generalize ev a - eo i = d at hne
  rw [zero_pow two_ne_zero, add_zero]
  field_simp
```

Suppose that the orbitals and energies are those of a closed-shell reference with real orbitals, and that $b^P$ and $b^Q$ are density-fitting factors that include the inverse square root of the Coulomb metric. Then, up to a sign and a constant factor of 4 (2 from spin and 2 from adding the two denominators in $1/(\Delta_{ia} + \mathrm{i}\omega) + 1/(\Delta_{ia} - \mathrm{i}\omega)$), the frequency-dependent sum is the $(P,Q)$ element of the non-interacting density response at the imaginary frequency $\mathrm{i}\omega$, in the form that enters RPA correlation energies. That identification is physics supplied by the reader of the formula and is not among the theorems. They also treat the time integral exactly, so they say nothing about a quadrature in $t$ or its error, about the accuracy of density fitting, or about operation counts. Many low-scaling schemes in an AO basis also exploit sparsity, which is not modelled here.

## Without a gap

If $d \le 0$ then $e^{-dt} \ge 1 - dt \ge 1$ for $t > 0$, so the pair factor dominates the constant one on a half-line of infinite length and is not integrable. The proof uses `Real.add_one_le_exp` for the bound and `Integrable.mono'` for the comparison, after which `integrable_const_iff` leaves two impossible cases, $1 = 0$ or a half-line of finite measure. The theorem concerns a single factor. It does not assert that the full contraction fails to be integrable, since a pair with $\Delta_{ia} \le 0$ may carry a vanishing coefficient $B^P_{ia} B^Q_{ia}$, or several such terms may cancel.

```lean
/-- For a gap `d ≤ 0` the pair factor `exp(-d t)` is not integrable on `t > 0`. -/
theorem not_integrable_of_gap_nonpos {d : ℝ} (hd : d ≤ 0) :
    ¬ IntegrableOn (fun t => Real.exp (-d * t)) (Ioi (0 : ℝ)) := by
  intro h
  -- the factor dominates the constant 1 on a set of infinite measure
  have h1 : Integrable (fun _ : ℝ => (1 : ℝ)) (volume.restrict (Ioi (0 : ℝ))) := by
    refine Integrable.mono' h aestronglyMeasurable_const ?_
    refine (ae_restrict_iff' measurableSet_Ioi).mpr (Filter.Eventually.of_forall fun t ht => ?_)
    have ht' : 0 < t := ht
    have h2 := Real.add_one_le_exp (-d * t)
    have h3 : 0 ≤ -d * t := mul_nonneg (by linarith) ht'.le
    rw [norm_one]
    linarith
  rcases integrable_const_iff.mp h1 with h0 | hfin
  · exact one_ne_zero h0
  · have h4 := hfin.measure_univ_lt_top
    simp at h4

end

end LaplaceAOResponse
```

```lean
#print axioms LaplaceAOResponse.laplace_sum_eq_ao
-- 'LaplaceAOResponse.laplace_sum_eq_ao' depends on axioms: [propext, Classical.choice, Quot.sound]
#print axioms LaplaceAOResponse.laplace_integral_ao
-- 'LaplaceAOResponse.laplace_integral_ao' depends on axioms: [propext, Classical.choice, Quot.sound]
#print axioms LaplaceAOResponse.not_integrable_of_gap_nonpos
-- 'LaplaceAOResponse.not_integrable_of_gap_nonpos' depends on axioms: [propext, Classical.choice, Quot.sound]
```
